# Extrapolating to infinite size by polynomial interpolation in 1/L at L₀, 2L₀, …, nL₀ multiplies an error in the largest supercell by nⁿ/n!

The infinite-size energy is taken here to be the value at $x=0$ of a polynomial in the inverse linear size $x=1/L$. The polynomial has degree below $n$ and passes exactly through $n$ computed energies $E_j$, at sizes $L_j=jL_0$ with $j=1,\dots,n$ and $L_0>0$. In an application $E_j$ must be a quantity with a finite limit, such as an energy per atom or a defect formation energy, because the total energy of a supercell grows in magnitude with its volume. The theorems hold for arbitrary real $E_j$, and no Hamiltonian enters. Least-squares fits with fewer coefficients than cells, and fits restricted to selected powers of $1/L$, have different weights.

In Lean 4 with Mathlib:

```lean
import Mathlib

open Polynomial
open scoped Nat

namespace SupercellExtrapolation

noncomputable section
```

The interpolation nodes are the inverse sizes $x_j=1/(jL_0)$, written `invSize L0 j`.

```lean
/-- The inverse linear size `1 / (j L0)` of the `j`-th supercell, for `j ≥ 1` and `L0 ≠ 0`. -/
def invSize (L0 : ℝ) (j : ℕ) : ℝ := 1 / (j * L0)
```

The weight that cell $j$ will receive in the intercept is

$$w_{n,j}=\frac{(-1)^{n-j}\,j^n}{j!\,(n-j)!}.$$

It is introduced as a definition, and its role in the extrapolation is proved below. For $n=3$ the weights are $\tfrac12,\,-4,\,\tfrac92$.

```lean
/-- The extrapolation weight `(-1)^(n-j) j^n / (j! (n-j)!)` of the `j`-th of `n` supercells,
for `1 ≤ j ≤ n`. -/
def weight (n j : ℕ) : ℝ := (-1) ^ (n - j) * (j : ℝ) ^ n / (j ! * (n - j)!)
```

Interpolation needs distinct nodes. If $1/(iL_0)=1/(jL_0)$, inverting both sides and cancelling $L_0\neq0$ gives $i=j$.

```lean
/-- Different supercells have different inverse sizes when `L0 > 0`. -/
theorem invSize_injective {L0 : ℝ} (hL : 0 < L0) : Function.Injective (invSize L0) := by
  intro i j h
  simp only [invSize, one_div] at h
  have h2 := mul_right_cancel₀ hL.ne' (inv_injective h)
  exact_mod_cast h2
```

## The weight as a product over the other cells

Write $j=m+1$ and $n=m+1+d$, so that $m$ cells are smaller than cell $j$ and $d$ are larger. The smaller cells contribute $m(m-1)\cdots1=m!$ to the product of differences, and the larger ones $(-1)(-2)\cdots(-d)=(-1)^d d!$. Hence

$$\prod_{k\ne j}(j-k)=(-1)^d\,m!\,d!.$$

The proof is by induction on $d$. The base case reverses the order of the factors, and each step adds one larger cell with the factor $-(d+1)$.

```lean
/-- For cell number `m + 1` among `m + 1 + d` cells, the product of its differences from all
other cell numbers is `(-1)^d m! d!`. -/
theorem prod_differences (m d : ℕ) :
    ∏ k ∈ (Finset.Icc 1 (m + 1 + d)).erase (m + 1), (((m + 1 : ℕ) : ℝ) - k)
      = (-1) ^ d * m ! * d ! := by
  induction d with
  | zero =>
    have hs : (Finset.Icc 1 (m + 1 + 0)).erase (m + 1) = Finset.Icc 1 m := by
      ext k
      simp only [Finset.mem_erase, Finset.mem_Icc]
      omega
    have hfac : ∏ x ∈ Finset.Icc 1 m, x = m ! := by
      rw [← Finset.prod_Ico_id_eq_factorial]
      refine Finset.prod_congr ?_ (fun _ _ => rfl)
      ext k
      simp only [Finset.mem_Icc, Finset.mem_Ico]
      omega
    rw [hs, pow_zero, one_mul, Nat.factorial_zero, Nat.cast_one, mul_one, ← hfac, Nat.cast_prod]
    -- reverse the order of the factors
    refine Finset.prod_nbij' (fun k => m + 1 - k) (fun k => m + 1 - k) ?_ ?_ ?_ ?_ ?_
    · intro k hk
      simp only [Finset.mem_Icc] at *
      omega
    · intro k hk
      simp only [Finset.mem_Icc] at *
      omega
    · intro k hk
      simp only [Finset.mem_Icc] at *
      omega
    · intro k hk
      simp only [Finset.mem_Icc] at *
      omega
    · intro k hk
      have hk' := Finset.mem_Icc.mp hk
      exact (Nat.cast_sub (by omega)).symm
  | succ d ih =>
    have hs : (Finset.Icc 1 (m + 1 + (d + 1))).erase (m + 1)
        = insert (m + 1 + (d + 1)) ((Finset.Icc 1 (m + 1 + d)).erase (m + 1)) := by
      ext k
      simp only [Finset.mem_erase, Finset.mem_Icc, Finset.mem_insert]
      omega
    have hnot : m + 1 + (d + 1) ∉ (Finset.Icc 1 (m + 1 + d)).erase (m + 1) := by
      simp only [Finset.mem_erase, Finset.mem_Icc]
      omega
    rw [hs, Finset.prod_insert hnot, ih, Nat.factorial_succ]
    push_cast
    ring
```

There are $n-1$ other cells, so

$$\prod_{k\neq j}\frac{j}{j-k}=\frac{j^{n-1}}{(-1)^{n-j}(j-1)!\,(n-j)!}=w_{n,j}.$$

The last equality uses $j!=j\,(j-1)!$ and the fact that a sign is its own inverse, which is `hss` in the code.

```lean
/-- The weight of cell `j` is the product of the ratios `j / (j - k)` over all other cells `k`. -/
theorem prod_ratio {n j : ℕ} (hj : j ∈ Finset.Icc 1 n) :
    ∏ k ∈ (Finset.Icc 1 n).erase j, (j : ℝ) / (j - k) = weight n j := by
  have hj' := Finset.mem_Icc.mp hj
  obtain ⟨m, rfl⟩ : ∃ m, j = m + 1 := ⟨j - 1, by omega⟩
  obtain ⟨d, rfl⟩ : ∃ d, n = m + 1 + d := ⟨n - (m + 1), by omega⟩
  have hcard : ((Finset.Icc 1 (m + 1 + d)).erase (m + 1)).card = m + d := by
    rw [Finset.card_erase_of_mem hj, Nat.card_Icc]
    omega
  have hf : ((m + 1)! : ℝ) = ((m + 1 : ℕ) : ℝ) * m ! := by
    rw [Nat.factorial_succ, Nat.cast_mul]
  have ha : ((m + 1 : ℕ) : ℝ) ≠ 0 := Nat.cast_ne_zero.mpr (Nat.succ_ne_zero m)
  have hm : (m ! : ℝ) ≠ 0 := Nat.cast_ne_zero.mpr (Nat.factorial_ne_zero m)
  have hd : (d ! : ℝ) ≠ 0 := Nat.cast_ne_zero.mpr (Nat.factorial_ne_zero d)
  have hs : (-1 : ℝ) ^ d ≠ 0 := pow_ne_zero _ (by norm_num)
  have hss : (-1 : ℝ) ^ d * (-1) ^ d = 1 := by
    rw [← mul_pow]
    norm_num
  rw [Finset.prod_div_distrib, Finset.prod_const, hcard, prod_differences, weight,
    Nat.add_sub_cancel_left, hf]
  generalize ((m + 1 : ℕ) : ℝ) = a at ha ⊢
  generalize (-1 : ℝ) ^ d = s at hs hss ⊢
  rw [div_eq_div_iff (mul_ne_zero (mul_ne_zero hs hm) hd)
    (mul_ne_zero (mul_ne_zero ha hm) hd)]
  linear_combination (-(a ^ (m + d + 1) * m ! * d !)) * hss
```

## The intercept at infinite size

The Lagrange polynomial

$$p(x)=\sum_{j=1}^n E_j\prod_{k\ne j}\frac{x-x_k}{x_j-x_k}$$

has degree below $n$ and takes the value $E_j$ at $x_j$, so a fit exists for any data.

```lean
/-- Any energies of `n` supercells, `L0 > 0`, are fitted exactly by some polynomial of degree
below `n` in the inverse size. -/
theorem exists_fit {L0 : ℝ} (hL : 0 < L0) (n : ℕ) (E : ℕ → ℝ) :
    ∃ p : ℝ[X], p.degree < n ∧ ∀ j ∈ Finset.Icc 1 n, p.eval (invSize L0 j) = E j := by
  have hinj : Set.InjOn (invSize L0) (Finset.Icc 1 n : Finset ℕ) := (invSize_injective hL).injOn
  refine ⟨Lagrange.interpolate (Finset.Icc 1 n) (invSize L0) E, ?_, ?_⟩
  · have h := Lagrange.degree_interpolate_lt E hinj
    rwa [Nat.card_Icc, Nat.add_sub_cancel] at h
  · intro j hj
    exact Lagrange.eval_interpolate_at_node E hinj hj
```

Two polynomials of degree below $n$ that agree at $n$ distinct points are equal, so every fit is this one. At $x=0$ each factor becomes

$$\frac{-x_k}{x_j-x_k}=\frac{1/k}{1/k-1/j}=\frac{j}{j-k},$$

and $L_0$ drops out. With the product already found,

$$p(0)=\sum_{j=1}^n w_{n,j}E_j.$$

In `intercept_eq`, `hdeg` is the degree bound and `hfit` says that the polynomial passes through the data. The proof replaces `p` by the Lagrange form and compares the factors one by one.

```lean
/-- The polynomial of degree below `n` in the inverse size through the energies `E j` of the
cells `j L0`, `j = 1, ..., n`, `L0 > 0`, has the infinite-size intercept `∑ weight n j * E j`. -/
theorem intercept_eq {L0 : ℝ} (hL : 0 < L0) {n : ℕ} {E : ℕ → ℝ} {p : ℝ[X]}
    (hdeg : p.degree < n) (hfit : ∀ j ∈ Finset.Icc 1 n, p.eval (invSize L0 j) = E j) :
    p.eval 0 = ∑ j ∈ Finset.Icc 1 n, weight n j * E j := by
  have hinj : Set.InjOn (invSize L0) (Finset.Icc 1 n : Finset ℕ) := (invSize_injective hL).injOn
  have h := Lagrange.eq_interpolate_of_eval_eq E hinj
    (by rw [Nat.card_Icc, Nat.add_sub_cancel]; exact hdeg) hfit
  rw [h, Lagrange.interpolate_apply, eval_finsetSum]
  refine Finset.sum_congr rfl fun j hj => ?_
  rw [eval_mul, eval_C, mul_comm, ← prod_ratio hj, Lagrange.basis, eval_prod]
  congr 1
  -- each Lagrange factor at zero inverse size is `j / (j - k)`
  refine Finset.prod_congr rfl fun k hk => ?_
  have hk' := Finset.mem_erase.mp hk
  have hj1 := (Finset.mem_Icc.mp hj).1
  have hk1 := (Finset.mem_Icc.mp hk'.2).1
  have hj0 : (j : ℝ) ≠ 0 := Nat.cast_ne_zero.mpr (by omega)
  have hk0 : (k : ℝ) ≠ 0 := Nat.cast_ne_zero.mpr (by omega)
  have hjk : (j : ℝ) - k ≠ 0 := sub_ne_zero.mpr fun e => hk'.1 (Nat.cast_injective e).symm
  have hL0 := hL.ne'
  have hdiff : 1 / ((j : ℝ) * L0) - 1 / (k * L0) = -((j - k) / (j * k * L0)) := by
    field_simp
    ring
  simp only [Lagrange.basisDivisor, eval_mul, eval_C, eval_sub, eval_X, invSize]
  rw [hdiff, zero_sub, inv_neg, neg_mul_neg, inv_div]
  field_simp
```

## Noise in the largest cell

The largest cell has weight $w_{n,n}=n^n/n!$. To bound it, start from

$$a^k(a+k)\le a(a+1)^k$$

for natural numbers $a,k$. This follows by induction on $k$, because $(a+k)(a+1)-a(a+k+1)=k\ge0$. Setting $a=k=m+1$ and cancelling $m+1$ gives $2(m+1)^{m+1}\le(m+2)^{m+1}$. If $2^m(m+1)!\le(m+1)^{m+1}$, then

$$2^{m+1}(m+2)!\le 2(m+2)(m+1)^{m+1}\le(m+2)^{m+2}.$$

The case $m=0$ is an equality, so $2^{n-1}\le n^n/n!$ for all $n\ge1$. The inequalities `bern` and `key` carry out these two inductions.

```lean
/-- The weight `n^n / n!` of the largest of `n ≥ 1` cells is at least `2^(n-1)`. -/
theorem two_pow_le_largest_weight {n : ℕ} (hn : 1 ≤ n) :
    (2 : ℝ) ^ (n - 1) ≤ (n : ℝ) ^ n / n ! := by
  -- a Bernoulli inequality in whole numbers
  have bern : ∀ a k : ℕ, a ^ k * (a + k) ≤ a * (a + 1) ^ k := by
    intro a k
    induction k with
    | zero => simp
    | succ k ih =>
      calc a ^ (k + 1) * (a + (k + 1)) ≤ (a ^ k * (a + k)) * (a + 1) := by
            nlinarith [Nat.zero_le (a ^ k * k), pow_succ a k]
        _ ≤ (a * (a + 1) ^ k) * (a + 1) := Nat.mul_le_mul_right _ ih
        _ = a * (a + 1) ^ (k + 1) := by ring
  have key : ∀ m : ℕ, 2 ^ m * (m + 1)! ≤ (m + 1) ^ (m + 1) := by
    intro m
    induction m with
    | zero => simp
    | succ m ih =>
      have hb : 2 * (m + 1) ^ (m + 1) ≤ (m + 1 + 1) ^ (m + 1) := by
        refine Nat.le_of_mul_le_mul_left ?_ (Nat.succ_pos m)
        calc (m + 1) * (2 * (m + 1) ^ (m + 1))
            = (m + 1) ^ (m + 1) * ((m + 1) + (m + 1)) := by ring
          _ ≤ (m + 1) * (m + 1 + 1) ^ (m + 1) := bern (m + 1) (m + 1)
      calc 2 ^ (m + 1) * (m + 1 + 1)!
          = (2 * (m + 1 + 1)) * (2 ^ m * (m + 1)!) := by
            rw [Nat.factorial_succ (m + 1)]
            ring
        _ ≤ (2 * (m + 1 + 1)) * (m + 1) ^ (m + 1) := Nat.mul_le_mul_left _ ih
        _ = (m + 1 + 1) * (2 * (m + 1) ^ (m + 1)) := by ring
        _ ≤ (m + 1 + 1) * (m + 1 + 1) ^ (m + 1) := Nat.mul_le_mul_left _ hb
        _ = (m + 1 + 1) ^ (m + 1 + 1) := by ring
  obtain ⟨m, rfl⟩ : ∃ m, n = m + 1 := ⟨n - 1, by omega⟩
  rw [Nat.add_sub_cancel, le_div_iff₀ (Nat.cast_pos.mpr (Nat.factorial_pos _))]
  exact_mod_cast key m
```

Let $p$ and $q$ be fits to data that differ only by $\varepsilon$ in $E_n$. Subtracting their intercept formulas leaves one term:

$$q(0)-p(0)=\frac{n^n}{n!}\,\varepsilon,\qquad |q(0)-p(0)|\ge2^{n-1}|\varepsilon|.$$

Here $\varepsilon$ is a given shift, such as a convergence error, with no statistical assumption. The factor $n^n/n!$ at least doubles when $n$ grows by one, since $(n+1)^{n+1}/(n+1)!=(n+1)^n/n!$ and $(n+1)^n\ge2n^n$ by the inequality above. For charged-defect formation energies extrapolated by this full-degree interpolation, and a fixed tolerance on the resulting shift of the intercept, each added size therefore at least halves the error allowed in the largest calculation.

```lean
/-- If two fits of degree below `n`, with `n ≥ 1` and `L0 > 0`, differ only by an error `ε` in the
energy of the largest cell, their intercepts differ by `(n^n / n!) ε`, at least `2^(n-1) |ε|`
in magnitude. -/
theorem noise_amplification {L0 : ℝ} (hL : 0 < L0) {n : ℕ} (hn : 1 ≤ n) {p q : ℝ[X]} {ε : ℝ}
    (hp : p.degree < n) (hq : q.degree < n)
    (hsmall : ∀ j ∈ Finset.Ico 1 n, q.eval (invSize L0 j) = p.eval (invSize L0 j))
    (hlarge : q.eval (invSize L0 n) = p.eval (invSize L0 n) + ε) :
    q.eval 0 - p.eval 0 = (n : ℝ) ^ n / n ! * ε ∧
      2 ^ (n - 1) * |ε| ≤ |q.eval 0 - p.eval 0| := by
  have h : q.eval 0 - p.eval 0 = (n : ℝ) ^ n / n ! * ε := by
    rw [intercept_eq hL hq (fun _ _ => rfl), intercept_eq hL hp (fun _ _ => rfl),
      ← Finset.sum_sub_distrib, Finset.sum_eq_single n]
    · rw [hlarge]
      simp only [weight, Nat.sub_self, pow_zero, Nat.factorial_zero, Nat.cast_one, one_mul,
        mul_one]
      ring
    · intro j hj hne
      have hj' := Finset.mem_Icc.mp hj
      rw [hsmall j (Finset.mem_Ico.mpr ⟨hj'.1, by omega⟩), sub_self]
    · intro hnot
      exact absurd (Finset.mem_Icc.mpr ⟨hn, le_rfl⟩) hnot
  refine ⟨h, ?_⟩
  have hpos : (0 : ℝ) ≤ (n : ℝ) ^ n / n ! := by positivity
  rw [h, abs_mul, abs_of_nonneg hpos]
  exact mul_le_mul_of_nonneg_right (two_pow_le_largest_weight hn) (abs_nonneg ε)
```

## The first omitted power of 1/L

Suppose the energies are $p(x_j)+c\,x_j^n$, where $c$ stands for the strength of a finite-size contribution one order beyond the fit. The weights return $p(0)$ from the first part. In the second part $j^n$ cancels:

$$w_{n,j}\,c\,x_j^n=(-1)^{n-j}\binom nj\frac{c}{n!\,L_0^n}.$$

The binomial theorem gives $\sum_{j=0}^n(-1)^{n-j}\binom nj=0$ for $n\ge1$. Removing the $j=0$ term leaves $(-1)^{n+1}$, so the extrapolated energy is

$$p(0)+\frac{(-1)^{n+1}c}{n!\,L_0^n}.$$

In the code `hb` is the binomial sum and `hterm` the cancellation. This systematic error is exact for a single omitted term $c/L^n$; a longer series in $1/L$ would add further contributions.

```lean
/-- If the energies are a polynomial `p` of degree below `n` in the inverse size plus a term
`c / L^n`, with `n ≥ 1` and `L0 > 0`, the extrapolated energy differs from `p(0)` by
`(-1)^(n+1) c / (n! L0^n)`. -/
theorem truncation_error {L0 : ℝ} (hL : 0 < L0) {n : ℕ} (hn : 1 ≤ n) {p : ℝ[X]}
    (hp : p.degree < n) (c : ℝ) :
    ∑ j ∈ Finset.Icc 1 n, weight n j * (p.eval (invSize L0 j) + c * invSize L0 j ^ n)
      = p.eval 0 + (-1) ^ (n + 1) * c / (n ! * L0 ^ n) := by
  have hL0 := hL.ne'
  -- the alternating binomial sum, with the term of index zero split off
  have hb := add_pow (1 : ℝ) (-1) n
  have hs : Finset.range (n + 1) = insert 0 (Finset.Icc 1 n) := by
    ext k
    simp only [Finset.mem_range, Finset.mem_insert, Finset.mem_Icc]
    omega
  rw [add_neg_cancel, zero_pow (by omega), hs, Finset.sum_insert (by simp)] at hb
  simp only [one_pow, Nat.sub_zero, Nat.choose_zero_right, Nat.cast_one, mul_one, one_mul] at hb
  have hterm : ∀ j ∈ Finset.Icc 1 n, weight n j * (c * invSize L0 j ^ n)
      = (-1) ^ (n - j) * (n.choose j : ℝ) * (c / (n ! * L0 ^ n)) := by
    intro j hj
    have hj' := Finset.mem_Icc.mp hj
    have hj0 : (j : ℝ) ≠ 0 := Nat.cast_ne_zero.mpr (by omega)
    have h1 : (n ! : ℝ) ≠ 0 := Nat.cast_ne_zero.mpr (Nat.factorial_ne_zero n)
    have h2 : (j ! : ℝ) ≠ 0 := Nat.cast_ne_zero.mpr (Nat.factorial_ne_zero j)
    have h3 : ((n - j)! : ℝ) ≠ 0 := Nat.cast_ne_zero.mpr (Nat.factorial_ne_zero _)
    rw [Nat.cast_choose ℝ hj'.2, weight, invSize, div_pow, mul_pow, one_pow]
    field_simp
  simp only [mul_add]
  rw [Finset.sum_add_distrib, ← intercept_eq hL hp (fun _ _ => rfl),
    Finset.sum_congr rfl hterm, ← Finset.sum_mul]
  linear_combination (-(c / (n ! * L0 ^ n))) * hb

end

end SupercellExtrapolation
```

```lean
#print axioms SupercellExtrapolation.exists_fit
-- 'SupercellExtrapolation.exists_fit' depends on axioms: [propext, Classical.choice, Quot.sound]
#print axioms SupercellExtrapolation.intercept_eq
-- 'SupercellExtrapolation.intercept_eq' depends on axioms: [propext, Classical.choice, Quot.sound]
#print axioms SupercellExtrapolation.noise_amplification
-- 'SupercellExtrapolation.noise_amplification' depends on axioms: [propext, Classical.choice, Quot.sound]
#print axioms SupercellExtrapolation.truncation_error
-- 'SupercellExtrapolation.truncation_error' depends on axioms: [propext, Classical.choice, Quot.sound]
```
